# A bound diatomic whose binding energy vanishes faster than 1/R at large distance R has kinetic energy below its separated-atom value at some distance beyond equilibrium

Two atoms approach from far away and form a molecule. At the equilibrium distance the virial theorem makes the kinetic energy equal to minus the total energy, so the bound molecule has more kinetic energy than the separated atoms. Does the kinetic energy then stay above its separated value all the way in? It does not if the binding energy at distance $R$ vanishes faster than $1/R$ as $R\to\infty$.

```lean
import Mathlib

open Filter Topology Set

namespace DiatomicVirial
```

## Kinetic energy from the binding curve

Let $E(R)$ be the total energy with the nuclei clamped at distance $R$, nuclear repulsion included, and let $T(R)$ and $V(R)$ be its kinetic and potential parts. For Coulomb forces and an exact eigenstate they satisfy

$$T+V=E,\qquad 2T+V=-R\,E'(R).$$

The second equation is the diatomic virial theorem. It follows from two facts: the energy of an eigenstate is stationary under a uniform scaling of all electron coordinates at fixed nuclei, and $E'(R)$ is the expectation value of the derivative of the Hamiltonian with respect to $R$ (the Hellmann–Feynman theorem). It is assumed here, not derived from a Hamiltonian. In the code `E`, `T` and `V` are real functions, and the structure `VirialSplit` imposes both equations at every $R>0$.

```lean
/-- The energy curve `E` of a diatomic molecule is split into kinetic energy `T` and potential
energy `V` that obey the diatomic virial theorem `2T + V = -R E'` at every distance `R > 0`. -/
structure VirialSplit (E T V : ℝ → ℝ) : Prop where
  total : ∀ R, 0 < R → T R + V R = E R
  virial : ∀ R, 0 < R → 2 * T R + V R = -R * deriv E R
```

Subtracting the first equation from the second gives

$$T=-E-R\,E'.$$

`linarith` performs this subtraction on the fields `total` and `virial`.

```lean
variable {E T V : ℝ → ℝ} {L R0 : ℝ}

/-- The virial theorem fixes the kinetic energy by the energy curve: `T = -E - R E'` for
`R > 0`. -/
theorem kinetic_eq (h : VirialSplit E T V) {R : ℝ} (hR : 0 < R) :
    T R = -E R - R * deriv E R := by
  linarith [h.total R hR, h.virial R hR]
```

Let $L$ be the energy of the separated atoms. With $E=L$ and no force between them, the formula gives $T=-L$, which is the reference value used below. The product rule yields

$$\frac{d}{dR}\bigl[R(E-L)\bigr]=E-L+R\,E'=-(T+L).$$

Thus the kinetic energy change $T+L$ is minus the slope of $R(E-L)$, the energy relative to the separated atoms multiplied by $R$. The Lean proof applies the same product rule and then substitutes `kinetic_eq`.

```lean
/-- Let `E`, `T` and `V` obey the virial theorem (`VirialSplit`). Where `E` is differentiable, at
`R > 0`, the kinetic energy change `T + L` is minus the derivative of `R (E - L)`. -/
theorem hasDerivAt_scaled_binding (h : VirialSplit E T V) (L : ℝ) {R : ℝ} (hR : 0 < R)
    (hE : DifferentiableAt ℝ E R) :
    HasDerivAt (fun x => x * (E x - L)) (-(T R + L)) R := by
  refine ((hasDerivAt_id' R).fun_mul (hE.hasDerivAt.sub_const L)).congr_deriv ?_
  rw [kinetic_eq h hR]
  ring
```

## The dip beyond a bound distance

Let $E$ be differentiable for $R>0$, let $R(E-L)\to0$ at infinity, and let $E(R_0)<L$ at some $R_0>0$. Suppose that $T\ge-L$ for all $R>R_0$. Then $R(E-L)$ has non-positive slope there, so

$$R\,(E(R)-L)\le R_0\,(E(R_0)-L)<0\qquad(R\ge R_0).$$

Letting $R\to\infty$ gives $0\le R_0(E(R_0)-L)<0$, a contradiction. Hence $T<-L$ at some $R>R_0$.

In the code, `by_contra!` introduces the supposition, `anti` records the monotonic decrease, and `le_of_tendsto` takes the limit.

```lean
/-- Let `E`, `T` and `V` obey the virial theorem (`VirialSplit`), with `E` differentiable for
`R > 0` and `R (E - L) → 0` at infinity. Beyond every distance `R0 > 0` at which the molecule is
bound, `E(R0) < L`, there is a distance with `T < -L`. -/
theorem kinetic_dip_beyond (h : VirialSplit E T V)
    (hE : ∀ R, 0 < R → DifferentiableAt ℝ E R)
    (hlim : Tendsto (fun R => R * (E R - L)) atTop (𝓝 0))
    (hR0 : 0 < R0) (hb : E R0 < L) : ∃ R > R0, T R < -L := by
  by_contra! hcon
  have hd : ∀ x, R0 ≤ x → HasDerivAt (fun x => x * (E x - L)) (-(T x + L)) x := fun x hx =>
    hasDerivAt_scaled_binding h L (hR0.trans_le hx) (hE x (hR0.trans_le hx))
  -- without a dip, R (E - L) could only decrease beyond R0
  have anti : AntitoneOn (fun x => x * (E x - L)) (Ici R0) := by
    apply antitoneOn_of_deriv_nonpos (convex_Ici R0)
    · intro x hx
      exact (hd x hx).continuousAt.continuousWithinAt
    · intro x hx
      rw [interior_Ici] at hx
      exact (hd x (le_of_lt hx)).differentiableAt.differentiableWithinAt
    · intro x hx
      rw [interior_Ici] at hx
      rw [(hd x (le_of_lt hx)).deriv]
      linarith [hcon x hx]
  -- but it starts negative and has to return to zero
  have hle : 0 ≤ R0 * (E R0 - L) := by
    refine le_of_tendsto hlim ?_
    filter_upwards [eventually_ge_atTop R0] with x hx
    exact anti (mem_Ici.2 le_rfl) (mem_Ici.2 hx) hx
  linarith [mul_neg_of_pos_of_neg hR0 (sub_neg.2 hb)]
```

Now let $R_0$ also be stationary, $E'(R_0)=0$. Then

$$T(R_0)=-E(R_0)>-L,$$

and the previous result supplies the dip farther out. Stationarity is used only for the first inequality, and $R_0$ need not be a minimum. The conclusion consists of these two inequalities; it does not describe the shape of $T$ between the two distances.

For electronic structure this is a consistency condition on clamped-nucleus binding curves that obey the virial theorem and the decay condition. Here $T$ is the interacting kinetic energy, which in Kohn–Sham theory includes the correlation part as well as the non-interacting one.

```lean
/-- Let `E`, `T` and `V` obey the virial theorem (`VirialSplit`), with `E` differentiable for
`R > 0` and `R (E - L) → 0` at infinity, and let `R0 > 0` be a stationary distance with `E(R0) < L`.
The kinetic energy lies above `-L` at `R0`, and below `-L` at some larger distance. -/
theorem kinetic_energy_falls_then_rises (h : VirialSplit E T V)
    (hE : ∀ R, 0 < R → DifferentiableAt ℝ E R)
    (hlim : Tendsto (fun R => R * (E R - L)) atTop (𝓝 0))
    (hR0 : 0 < R0) (heq : deriv E R0 = 0) (hb : E R0 < L) :
    -L < T R0 ∧ ∃ R > R0, T R < -L := by
  refine ⟨?_, kinetic_dip_beyond h hE hlim hR0 hb⟩
  rw [kinetic_eq h hR0, heq]
  linarith
```

## The dip at long range

To say that the kinetic energy is lowered early in the approach, one needs the dip at large $R$. Suppose that $E<L$ occurs at arbitrarily large distances. Given any $a$, choose $b\ge\max(a,1)$ with $E(b)<L$; the dip result applied at $b$ gives $R>b\ge a$ with $T(R)<-L$. The notation `∃ᶠ R in atTop` expresses "at arbitrarily large $R$", which is weaker than "at all sufficiently large $R$".

For a pure tail $E-L=-c/R^n$ with $c>0$, the slope formula gives $T+L=-(n-1)c/R^n$. This is negative for $n>1$ and zero in the limiting Coulomb case $n=1$.

```lean
/-- Let `E`, `T` and `V` obey the virial theorem (`VirialSplit`), with `E` differentiable for
`R > 0` and `R (E - L) → 0` at infinity. If `E < L` at arbitrarily large distances, then `T < -L` at
arbitrarily large distances. -/
theorem kinetic_dip_at_long_range (h : VirialSplit E T V)
    (hE : ∀ R, 0 < R → DifferentiableAt ℝ E R)
    (hlim : Tendsto (fun R => R * (E R - L)) atTop (𝓝 0))
    (hb : ∃ᶠ R in atTop, E R < L) : ∃ᶠ R in atTop, T R < -L := by
  rw [frequently_atTop] at hb ⊢
  intro a
  obtain ⟨b, hab, hbE⟩ := hb (max a 1)
  have hb0 : 0 < b := lt_of_lt_of_le one_pos ((le_max_right a 1).trans hab)
  obtain ⟨R, hR, hT⟩ := kinetic_dip_beyond h hE hlim hb0 hbE
  exact ⟨R, ((le_max_left a 1).trans hab).trans (le_of_lt hR), hT⟩
```

## A sum rule for the kinetic energy change

If $E'$ is continuous, then so is $T=-E-RE'$ on $R>0$, and it can be integrated over any finite interval there.

```lean
/-- If `E`, `T` and `V` obey the virial theorem (`VirialSplit`) and `E` is continuously
differentiable on `R > 0`, then the kinetic energy `T` is continuous there. -/
theorem continuousOn_kinetic (h : VirialSplit E T V)
    (hE : ∀ R, 0 < R → DifferentiableAt ℝ E R) (hC : ContinuousOn (deriv E) (Ioi 0)) :
    ContinuousOn T (Ioi 0) := by
  have hEc : ContinuousOn E (Ioi 0) := fun x hx => (hE x hx).continuousAt.continuousWithinAt
  exact (hEc.neg.sub (continuousOn_id.mul hC)).congr fun x hx => kinetic_eq h hx
```

Integrating the slope formula from $R_0$ to $b$ gives

$$\int_{R_0}^{b}(T+L)\,dR=R_0\,(E(R_0)-L)-b\,(E(b)-L).$$

If $R(E-L)\to0$ at infinity, the last term vanishes as $b\to\infty$, so

$$\int_{R_0}^{\infty}(T+L)\,dR=R_0\,(E(R_0)-L).$$

For a bound distance the right side is negative: the lowering outweighs any raising in the integral. The formal statement writes the improper integral as a limit in `b` and makes no claim of absolute convergence. The proof establishes the finite formula as `key`, by the fundamental theorem of calculus, and then takes the limit.

```lean
/-- Kinetic sum rule: let `E`, `T` and `V` obey the virial theorem (`VirialSplit`). For `E`
continuously differentiable on `R > 0` with `R (E - L) → 0` at infinity, the improper integral of
`T + L` from `R0 > 0` to infinity is `R0 (E(R0) - L)`. -/
theorem kinetic_sum_rule (h : VirialSplit E T V)
    (hE : ∀ R, 0 < R → DifferentiableAt ℝ E R) (hC : ContinuousOn (deriv E) (Ioi 0))
    (hlim : Tendsto (fun R => R * (E R - L)) atTop (𝓝 0)) (hR0 : 0 < R0) :
    Tendsto (fun b => ∫ R in R0..b, (T R + L)) atTop (𝓝 (R0 * (E R0 - L))) := by
  have key : ∀ b, R0 ≤ b →
      ∫ R in R0..b, (T R + L) = R0 * (E R0 - L) - b * (E b - L) := by
    intro b hb
    have hpos : ∀ x ∈ uIcc R0 b, 0 < x := by
      intro x hx
      rw [uIcc_of_le hb] at hx
      exact hR0.trans_le hx.1
    have hint : IntervalIntegrable (fun x => T x + L) MeasureTheory.volume R0 b :=
      (((continuousOn_kinetic h hE hC).mono hpos).add continuousOn_const).intervalIntegrable
    have hF := intervalIntegral.integral_eq_sub_of_hasDerivAt
      (f := fun x => -(x * (E x - L))) (f' := fun x => T x + L)
      (fun x hx => (hasDerivAt_scaled_binding h L (hpos x hx)
        (hE x (hpos x hx))).fun_neg.congr_deriv (neg_neg _)) hint
    refine hF.trans ?_
    show -(b * (E b - L)) - -(R0 * (E R0 - L)) = _
    ring
  have hl := (tendsto_const_nhds (x := R0 * (E R0 - L))).sub hlim
  rw [sub_zero] at hl
  refine hl.congr' ?_
  filter_upwards [eventually_ge_atTop R0] with b hb
  exact (key b hb).symm
```

## Two curves with numbers

The first curve is chosen for easy algebra, not as a fit to a molecule. Its tail falls off as $1/R^2$, whereas the attraction between two neutral atoms in S ground states falls off as $1/R^6$. The curve is

$$E=-1+\frac1{R^4}-\frac2{R^2},\qquad L=-1.$$

```lean
/-- A model binding curve with an inverse-square attractive tail and separated energy `-1`, for
`R > 0`. -/
noncomputable def covalentE (R : ℝ) : ℝ := -1 + 1 / R ^ 4 - 2 / R ^ 2
```

The second has a Coulomb tail, as for two oppositely charged ions, with $L=-1$ now the energy of the separated ions:

$$E=-1+\frac1{R^2}-\frac2R.$$

```lean
/-- A model binding curve with a Coulomb attractive tail and separated energy `-1`, for `R > 0`. -/
noncomputable def ionicE (R : ℝ) : ℝ := -1 + 1 / R ^ 2 - 2 / R
```

For the first curve, $E'=-4/R^5+4/R^3$ vanishes at $R=1$, and

$$T=1+\frac3{R^4}-\frac2{R^2},\qquad V=-2-\frac2{R^4},\qquad R(E+1)=\frac1{R^3}-\frac2R\to0.$$

At $R=1$ this gives $E=-2$, $T=2$, $V=-4$. At $R=2$ it gives $E=-1.4375$, $T=0.6875$, $V=-2.125$, so $T$ lies below the separated value $1$. The sum rule from $R_0=1$ reads

$$\int_1^\infty\Bigl(\frac3{R^4}-\frac2{R^2}\Bigr)dR=1-2=-1=1\cdot(-2+1).$$

The theorem confirms that this curve meets every hypothesis of the main result. Its proof computes the derivative once, as `hd`, and obtains the limit from powers of $1/R$.

```lean
/-- The curve `covalentE`, with `T = 1 + 3/R⁴ - 2/R²` and `V = -2 - 2/R⁴`, meets all hypotheses of
`kinetic_energy_falls_then_rises` with `L = -1` and `R0 = 1`. -/
theorem covalent_witness :
    VirialSplit covalentE (fun R => 1 + 3 / R ^ 4 - 2 / R ^ 2) (fun R => -2 - 2 / R ^ 4) ∧
    (∀ R, 0 < R → DifferentiableAt ℝ covalentE R) ∧
    Tendsto (fun R => R * (covalentE R - (-1))) atTop (𝓝 0) ∧
    deriv covalentE 1 = 0 ∧ covalentE 1 < -1 := by
  have hd : ∀ x : ℝ, x ≠ 0 → HasDerivAt covalentE (-4 / x ^ 5 + 4 / x ^ 3) x := by
    intro x hx
    have h4 := (hasDerivAt_const x (1 : ℝ)).fun_div (hasDerivAt_pow 4 x) (pow_ne_zero 4 hx)
    have h2 := (hasDerivAt_const x (2 : ℝ)).fun_div (hasDerivAt_pow 2 x) (pow_ne_zero 2 hx)
    refine ((h4.const_add (-1)).fun_sub h2).congr_deriv ?_
    simp only [Nat.cast_ofNat, Nat.reduceSub]
    field_simp
    ring
  refine ⟨⟨fun R hR => ?_, fun R hR => ?_⟩, fun R hR => (hd R hR.ne').differentiableAt,
    ?_, ?_, ?_⟩
  · simp only [covalentE]
    ring
  · rw [(hd R hR.ne').deriv]
    field_simp
    ring
  · rw [show (0 : ℝ) = 0 ^ 3 - 2 * 0 by norm_num]
    have h1 : Tendsto (fun R : ℝ => R⁻¹) atTop (𝓝 0) := tendsto_inv_atTop_zero
    refine ((h1.pow 3).sub (h1.const_mul 2)).congr' ?_
    filter_upwards [eventually_gt_atTop 0] with R hR
    simp only [covalentE]
    field_simp
    ring
  · rw [(hd 1 one_ne_zero).deriv]
    norm_num
  · norm_num [covalentE]
```

For the Coulomb tail, $E'=-2/R^3+2/R^2$ again vanishes at $R=1$, where $E=-2$. But

$$T=1+\frac1{R^2}>1\quad\text{for every }R>0,\qquad R(E+1)=\frac1R-2\to-2.$$

There is no dip. The condition $E\to L$ is therefore not enough for the main result, even when $R(E-L)$ has a finite limit. The example stands for a state that separates into ions; a molecule that is ionic near equilibrium but separates into neutral atoms does not have this Coulomb tail at infinity. The proof has the same structure as the previous one, with positivity of $1/R^2$ giving the final inequality.

```lean
/-- For `ionicE`, with `T = 1 + 1/R²` and `V = -2 - 2/R`, the product `R (E + 1)` tends to `-2`
instead of `0`. The curve is bound and stationary at `R = 1`, yet `T > 1` at every `R > 0`. -/
theorem no_dip_with_coulomb_tail :
    VirialSplit ionicE (fun R => 1 + 1 / R ^ 2) (fun R => -2 - 2 / R) ∧
    (∀ R, 0 < R → DifferentiableAt ℝ ionicE R) ∧
    Tendsto (fun R => R * (ionicE R - (-1))) atTop (𝓝 (-2)) ∧
    deriv ionicE 1 = 0 ∧ ionicE 1 < -1 ∧ ∀ R : ℝ, 0 < R → 1 < 1 + 1 / R ^ 2 := by
  have hd : ∀ x : ℝ, x ≠ 0 → HasDerivAt ionicE (-2 / x ^ 3 + 2 / x ^ 2) x := by
    intro x hx
    have h2 := (hasDerivAt_const x (1 : ℝ)).fun_div (hasDerivAt_pow 2 x) (pow_ne_zero 2 hx)
    have h1 := (hasDerivAt_const x (2 : ℝ)).fun_div (hasDerivAt_id' x) hx
    refine ((h2.const_add (-1)).fun_sub h1).congr_deriv ?_
    simp only [Nat.cast_ofNat, Nat.reduceSub]
    field_simp
    ring
  refine ⟨⟨fun R hR => ?_, fun R hR => ?_⟩, fun R hR => (hd R hR.ne').differentiableAt,
    ?_, ?_, ?_, fun R hR => ?_⟩
  · simp only [ionicE]
    ring
  · rw [(hd R hR.ne').deriv]
    field_simp
    ring
  · rw [show (-2 : ℝ) = 0 - 2 by norm_num]
    have h1 : Tendsto (fun R : ℝ => R⁻¹) atTop (𝓝 0) := tendsto_inv_atTop_zero
    refine (h1.sub_const 2).congr' ?_
    filter_upwards [eventually_gt_atTop 0] with R hR
    simp only [ionicE]
    field_simp
    ring
  · rw [(hd 1 one_ne_zero).deriv]
    norm_num
  · norm_num [ionicE]
  · have : 0 < 1 / R ^ 2 := by positivity
    linarith

end DiatomicVirial
```

```lean
#print axioms DiatomicVirial.kinetic_energy_falls_then_rises
-- 'DiatomicVirial.kinetic_energy_falls_then_rises' depends on axioms: [propext, Classical.choice, Quot.sound]
#print axioms DiatomicVirial.kinetic_dip_at_long_range
-- 'DiatomicVirial.kinetic_dip_at_long_range' depends on axioms: [propext, Classical.choice, Quot.sound]
#print axioms DiatomicVirial.kinetic_sum_rule
-- 'DiatomicVirial.kinetic_sum_rule' depends on axioms: [propext, Classical.choice, Quot.sound]
#print axioms DiatomicVirial.no_dip_with_coulomb_tail
-- 'DiatomicVirial.no_dip_with_coulomb_tail' depends on axioms: [propext, Classical.choice, Quot.sound]
```
